# The β-derivative and limits of an exponentially weighted mean of fixed state energies

A state-averaged multiconfigurational calculation follows several electronic states along a bond stretch. With equal weights, a high-lying state counts as much as the ground state in the averaged energy that the shared orbitals minimise. Dynamic weighting lets the weights depend on the energies, here through an exponential with parameter $\beta$. How does the averaged energy respond to $\beta$?

The states are labelled by a finite type `ι`, and `E : ι → ℝ` gives their energies $E_i$, which do not depend on $\beta$. In a real calculation the weights change the orbitals and hence the energies; that response is left out. The parameter $\beta$ is any real number, with units of inverse energy, and need not represent a physical temperature.

```lean
import Mathlib

open Filter Topology

namespace DynamicWeighting

noncomputable section

variable {ι : Type*} [Fintype ι]
```

The normalising sum is $Z(\beta)=\sum_i e^{-\beta E_i}$.

```lean
/-- The normalising sum of the exponential factors `exp (-β E_i)` over all averaged states. -/
def partitionSum (E : ι → ℝ) (β : ℝ) : ℝ := ∑ i, Real.exp (-β * E i)
```

State $i$ has weight $w_i(\beta)=e^{-\beta E_i}/Z(\beta)$.

```lean
/-- The dynamic weight of state `i`, proportional to `exp (-β E_i)`, for a nonempty set of
states. -/
def weight (E : ι → ℝ) (β : ℝ) (i : ι) : ℝ := Real.exp (-β * E i) / partitionSum E β
```

The weighted mean energy is $M(\beta)=\sum_i w_i(\beta)E_i$.

```lean
/-- The state-averaged energy with dynamic weights. -/
def meanEnergy (E : ι → ℝ) (β : ℝ) : ℝ := ∑ i, weight E β i * E i
```

The weighted variance is $V(\beta)=\sum_i w_i(\beta)\,(E_i-M(\beta))^2$.

```lean
/-- The weighted variance of the state energies about their weighted mean. -/
def energyVariance (E : ι → ℝ) (β : ℝ) : ℝ :=
  ∑ i, weight E β i * (E i - meanEnergy E β) ^ 2
```

From here on there is at least one state, so a lowest energy $E_{\min}$ exists.

```lean
variable [Nonempty ι]

/-- The lowest of the state energies. -/
def groundEnergy (E : ι → ℝ) : ℝ := Finset.univ.inf' Finset.univ_nonempty E
```

Its degeneracy $g$ counts the states whose energy equals $E_{\min}$ exactly; a near-degenerate state does not count.

```lean
/-- The number of states that have the lowest energy. -/
def groundDegeneracy (E : ι → ℝ) : ℕ :=
  (Finset.univ.filter fun i => E i = groundEnergy E).card
```

## (a) Sign of the normalising sum

Show that $Z(\beta)>0$.

Every exponential is positive, and the sum has at least one term. `Finset.sum_pos` takes these two facts as its arguments.

```lean
/-- The normalising sum is positive. -/
theorem partitionSum_pos (E : ι → ℝ) (β : ℝ) : 0 < partitionSum E β :=
  Finset.sum_pos (fun _ _ => Real.exp_pos _) Finset.univ_nonempty
```

## (b) Total weight

Show that $\sum_i w_i(\beta)=1$.

The common denominator comes out of the sum, leaving $Z/Z=1$, since $Z\neq0$ by (a). In Lean, `Finset.sum_div` extracts the denominator and `div_self` finishes.

```lean
/-- The dynamic weights sum to one. -/
theorem sum_weight (E : ι → ℝ) (β : ℝ) : ∑ i, weight E β i = 1 := by
  unfold weight
  rw [← Finset.sum_div]
  exact div_self (partitionSum_pos E β).ne'
```

## (c) Response of one weight

Show that
$$\frac{dw_i}{d\beta}=-w_i\,(E_i-M).$$

Differentiating the sum gives $Z'=-\sum_j E_je^{-\beta E_j}=-MZ$, because $e^{-\beta E_j}=w_jZ$. The quotient rule then yields
$$w_i'=\frac{-E_ie^{-\beta E_i}Z+e^{-\beta E_i}MZ}{Z^2}=-w_i(E_i-M).$$

`HasDerivAt` states both differentiability and the value of the derivative. The step `hS` is $Z'=-MZ$, `fun_div` is the quotient rule, and the last `linear_combination` substitutes $w_iZ$ for the exponential.

```lean
/-- The weight of a state changes with `β` at the rate minus the weight times the deviation of
its energy from the weighted mean. -/
theorem hasDerivAt_weight (E : ι → ℝ) (β : ℝ) (i : ι) :
    HasDerivAt (fun b => weight E b i) (-(weight E β i * (E i - meanEnergy E β))) β := by
  have hne := (partitionSum_pos E β).ne'
  have hw : ∀ j, weight E β j * partitionSum E β = Real.exp (-β * E j) :=
    fun j => div_mul_cancel₀ _ hne
  have hexp : ∀ j, HasDerivAt (fun b : ℝ => Real.exp (-b * E j))
      (-(E j) * Real.exp (-β * E j)) β := by
    intro j
    have h : HasDerivAt (fun b : ℝ => -b * E j) (-1 * E j) β :=
      (hasDerivAt_id' β).fun_neg.mul_const (E j)
    exact h.exp.congr_deriv (by ring)
  -- the termwise derivatives of the normalising sum add up to minus the mean energy times that sum
  have hS : ∑ j, -(E j) * Real.exp (-β * E j) = -(meanEnergy E β * partitionSum E β) := by
    rw [meanEnergy, Finset.sum_mul, ← Finset.sum_neg_distrib]
    refine Finset.sum_congr rfl fun j _ => ?_
    linear_combination (E j) * hw j
  have hZ' : HasDerivAt (fun b : ℝ => ∑ j, Real.exp (-b * E j))
      (∑ j, -(E j) * Real.exp (-β * E j)) β :=
    HasDerivAt.fun_sum fun j _ => hexp j
  rw [hS] at hZ'
  have hZ : HasDerivAt (partitionSum E) (-(meanEnergy E β * partitionSum E β)) β := hZ'
  -- quotient rule
  have h : HasDerivAt (fun b => weight E b i)
      ((-(E i) * Real.exp (-β * E i) * partitionSum E β
        - Real.exp (-β * E i) * -(meanEnergy E β * partitionSum E β))
        / partitionSum E β ^ 2) β := (hexp i).fun_div hZ hne
  refine h.congr_deriv ?_
  rw [div_eq_iff (pow_ne_zero 2 hne)]
  linear_combination ((E i - meanEnergy E β) * partitionSum E β) * hw i
```

## (d) Response of the mean energy

Show that
$$\frac{dM}{d\beta}=-V.$$

By (c), $M'=-\sum_i w_i(E_i-M)E_i$. Writing $E_i=(E_i-M)+M$ gives
$$M'=-\sum_i w_i(E_i-M)^2-M\sum_i w_i(E_i-M).$$
The last sum is $M-M=0$ by (b). These two steps are `hs` and `hc`.

At fixed energies, comparing a finite difference of $M$ with $-V$ gives a partial check of a code's weights: it does not detect extra constant positive factors $c_i$ in $w_i\propto c_ie^{-\beta E_i}$. If the orbitals are reoptimised between the two points, terms in $dE_i/d\beta$ also enter.

```lean
/-- The derivative of the weighted mean energy with respect to `β` is minus the weighted
variance of the energies. -/
theorem hasDerivAt_meanEnergy (E : ι → ℝ) (β : ℝ) :
    HasDerivAt (meanEnergy E) (-energyVariance E β) β := by
  have h : HasDerivAt (fun b => ∑ i, weight E b i * E i)
      (∑ i, -(weight E β i * (E i - meanEnergy E β)) * E i) β :=
    HasDerivAt.fun_sum fun i _ => (hasDerivAt_weight E β i).mul_const (E i)
  have h' : HasDerivAt (meanEnergy E)
      (∑ i, -(weight E β i * (E i - meanEnergy E β)) * E i) β := h
  -- weighted deviations from the mean cancel
  have hc : ∑ i, weight E β i * (E i - meanEnergy E β) = 0 := by
    simp only [mul_sub, Finset.sum_sub_distrib, ← Finset.sum_mul, sum_weight, one_mul]
    exact sub_self _
  have hs : ∑ i, -(weight E β i * (E i - meanEnergy E β)) * E i
      = -energyVariance E β
        - meanEnergy E β * ∑ i, weight E β i * (E i - meanEnergy E β) := by
    rw [energyVariance, Finset.mul_sum, ← Finset.sum_neg_distrib, ← Finset.sum_sub_distrib]
    exact Finset.sum_congr rfl fun i _ => by ring
  exact h'.congr_deriv (by rw [hs, hc, mul_zero, sub_zero])
```

## (e) Occupation of the lowest level

Show that $g>0$.

A finite nonempty list attains its minimum. `Finset.exists_mem_eq_inf'` supplies such a state, which makes the counted set nonempty.

```lean
/-- At least one state has the lowest energy. -/
theorem groundDegeneracy_pos (E : ι → ℝ) : 0 < groundDegeneracy E := by
  obtain ⟨i, _, hi⟩ := Finset.exists_mem_eq_inf' Finset.univ_nonempty E
  exact Finset.card_pos.mpr ⟨i, Finset.mem_filter.mpr ⟨Finset.mem_univ i, hi.symm⟩⟩
```

## (f) Weights at large β

Show that, as $\beta\to\infty$,
$$w_i(\beta)\to\begin{cases}1/g,&E_i=E_{\min},\\0,&E_i>E_{\min}.\end{cases}$$

Multiply numerator and denominator by $e^{\beta E_{\min}}$:
$$w_i=\frac{e^{-\beta(E_i-E_{\min})}}{\sum_j e^{-\beta(E_j-E_{\min})}}.$$
Each shifted exponential is $1$ on the lowest level and tends to $0$ above it, so the denominator tends to $g\neq0$. In the proof, `hlim` and `hsum` are these limits and `hfac` is the shift.

The shifted form is also the one to program: for $\beta\ge0$ no exponential exceeds $1$ and the denominator is at least $1$, whereas large negative total energies can overflow the unshifted exponentials.

```lean
/-- As `β` tends to infinity, the states of lowest energy share the weight equally and the weight
of every other state tends to zero. -/
theorem tendsto_weight (E : ι → ℝ) (i : ι) :
    Tendsto (fun β => weight E β i) atTop
      (𝓝 (if E i = groundEnergy E then 1 / (groundDegeneracy E : ℝ) else 0)) := by
  -- exponential factors with energies measured from the lowest one
  have hlim : ∀ j, Tendsto (fun β : ℝ => Real.exp (-β * (E j - groundEnergy E))) atTop
      (𝓝 (if E j = groundEnergy E then (1 : ℝ) else 0)) := by
    intro j
    by_cases h : E j = groundEnergy E
    · simp [h]
    · have hle : groundEnergy E ≤ E j := Finset.inf'_le E (Finset.mem_univ j)
      have hpos : 0 < E j - groundEnergy E := sub_pos.mpr (lt_of_le_of_ne hle (Ne.symm h))
      rw [if_neg h]
      have h1 : Tendsto (fun β : ℝ => β * (E j - groundEnergy E)) atTop atTop :=
        tendsto_id.atTop_mul_const hpos
      refine (Real.tendsto_exp_neg_atTop_nhds_zero.comp h1).congr fun β => ?_
      show Real.exp (-(β * (E j - groundEnergy E))) = _
      rw [neg_mul]
  have hsum := tendsto_finsetSum Finset.univ fun j _ => hlim j
  rw [Finset.sum_boole] at hsum
  have hg : (groundDegeneracy E : ℝ) ≠ 0 := Nat.cast_ne_zero.mpr (groundDegeneracy_pos E).ne'
  have h := (hlim i).div hsum hg
  have hval : (if E i = groundEnergy E then 1 / (groundDegeneracy E : ℝ) else 0)
      = (if E i = groundEnergy E then (1 : ℝ) else 0) / (groundDegeneracy E : ℝ) := by
    split_ifs <;> simp
  rw [hval]
  refine h.congr fun β => ?_
  -- the common shift of the energies cancels in the weight
  have hfac : ∀ j, Real.exp (-β * (E j - groundEnergy E))
      = Real.exp (β * groundEnergy E) * Real.exp (-β * E j) := by
    intro j
    rw [← Real.exp_add]
    congr 1
    ring
  show Real.exp (-β * (E i - groundEnergy E))
    / ∑ j, Real.exp (-β * (E j - groundEnergy E)) = weight E β i
  simp only [hfac, ← Finset.mul_sum]
  exact mul_div_mul_left _ _ (Real.exp_pos _).ne'
```

## (g) The mean energy at zero and at large β

With $N$ the number of states, show that (d) holds together with
$$M(0)=\frac1N\sum_i E_i,\qquad \lim_{\beta\to\infty}M(\beta)=E_{\min}.$$

At $\beta=0$ every exponential is $1$, so $w_i=1/N$. For the limit, multiply (f) by $E_i$ and sum: the $g$ lowest states contribute $g\cdot(1/g)\cdot E_{\min}$ and the others nothing. `tendsto_finsetSum` passes the limit through the finite sum, and `hval` evaluates the result.

```lean
/-- The dynamically weighted mean energy has `β`-derivative minus the weighted variance, equals
the plain average at `β = 0`, and tends to the lowest energy as `β` tends to infinity. -/
theorem dynamic_weighting (E : ι → ℝ) :
    (∀ β, HasDerivAt (meanEnergy E) (-energyVariance E β) β) ∧
    meanEnergy E 0 = (∑ i, E i) / (Fintype.card ι : ℝ) ∧
    Tendsto (meanEnergy E) atTop (𝓝 (groundEnergy E)) := by
  refine ⟨hasDerivAt_meanEnergy E, ?_, ?_⟩
  · have hw : ∀ i, weight E 0 i = 1 / (Fintype.card ι : ℝ) := by
      intro i
      simp [weight, partitionSum]
    simp only [meanEnergy, hw]
    rw [← Finset.mul_sum]
    ring
  · have h := tendsto_finsetSum Finset.univ
      fun i _ => (tendsto_weight E i).mul_const (E i)
    have hg : (groundDegeneracy E : ℝ) ≠ 0 :=
      Nat.cast_ne_zero.mpr (groundDegeneracy_pos E).ne'
    -- only states of lowest energy contribute to the limit
    have hval : ∑ i, (if E i = groundEnergy E then 1 / (groundDegeneracy E : ℝ) else 0) * E i
        = groundEnergy E := by
      have hterm : ∀ i, (if E i = groundEnergy E then 1 / (groundDegeneracy E : ℝ) else 0) * E i
          = (if E i = groundEnergy E then (1 : ℝ) else 0)
            * (groundEnergy E / (groundDegeneracy E : ℝ)) := by
        intro i
        by_cases hi : E i = groundEnergy E
        · rw [if_pos hi, if_pos hi, hi]
          ring
        · simp [hi]
      rw [Finset.sum_congr rfl fun i _ => hterm i, ← Finset.sum_mul, Finset.sum_boole]
      change (groundDegeneracy E : ℝ) * (groundEnergy E / (groundDegeneracy E : ℝ)) = _
      field_simp
    rw [hval] at h
    exact h
```

## (h) Monotonicity

Suppose $E_i\neq E_j$ for some pair of states. Show that
$$\beta_1<\beta_2\;\Longrightarrow\;M(\beta_1)>M(\beta_2).$$

$E_i$ and $E_j$ cannot both equal $M$, so some state $k$ has $w_k(E_k-M)^2>0$. The other terms of $V$ are nonnegative, hence $V>0$ and $M'<0$ at every real $\beta$. `Finset.sum_pos'` gives the positive variance, and `strictAnti_of_deriv_neg` turns the negative derivative into strict decrease.

```lean
/-- If two of the states differ in energy, the weighted mean energy is strictly decreasing
in `β`. -/
theorem meanEnergy_strictAnti (E : ι → ℝ) {i j : ι} (hij : E i ≠ E j) :
    StrictAnti (meanEnergy E) := by
  refine strictAnti_of_deriv_neg fun β => ?_
  rw [(hasDerivAt_meanEnergy E β).deriv, neg_lt_zero]
  have hw : ∀ k, 0 < weight E β k := fun k => div_pos (Real.exp_pos _) (partitionSum_pos E β)
  -- some state lies off the mean
  have hk : ∃ k, E k ≠ meanEnergy E β := by
    by_cases hi : E i = meanEnergy E β
    · exact ⟨j, fun hj => hij (hi.trans hj.symm)⟩
    · exact ⟨i, hi⟩
  obtain ⟨k, hk⟩ := hk
  exact Finset.sum_pos' (fun l _ => mul_nonneg (hw l).le (sq_nonneg _))
    ⟨k, Finset.mem_univ k, mul_pos (hw k) (pow_pos_of_ne hk)⟩
where
  /-- The square of a nonzero energy difference is positive. -/
  pow_pos_of_ne {a b : ℝ} (h : a ≠ b) : 0 < (a - b) ^ 2 :=
    lt_of_le_of_ne (sq_nonneg _) (Ne.symm (pow_ne_zero 2 (sub_ne_zero.mpr h)))

end

end DynamicWeighting
```

```lean
#print axioms DynamicWeighting.hasDerivAt_meanEnergy
#print axioms DynamicWeighting.dynamic_weighting
#print axioms DynamicWeighting.meanEnergy_strictAnti
```

```
'DynamicWeighting.hasDerivAt_meanEnergy' depends on axioms: [propext, Classical.choice, Quot.sound]
'DynamicWeighting.dynamic_weighting' depends on axioms: [propext, Classical.choice, Quot.sound]
'DynamicWeighting.meanEnergy_strictAnti' depends on axioms: [propext, Classical.choice, Quot.sound]
```
